# Factoring 1/e out of the integral of (x + y)^(-2 + e) over the sector x > y

In sector decomposition, a method for regulated loop integrals, the integration region is cut up so that a singularity at a corner can be factored out. The theorem `lower_sector` treats one sector of a model integral: for real e > 0, the function (x + y)^(-2 + e) is integrable over 0 < y < x ≤ 1, and its integral there equals 1/e times the integral of (1 + t)^(-2 + e) over 0 ≤ t ≤ 1. The proof extends the integrand by zero outside the sector, calls the result `G`, and integrates first over y and then over x. The substitution y = xt turns the inner integral into x^(e - 1) times a constant, and integrating x^(e - 1) from 0 to 1 gives 1/e.

Lean 4 with Mathlib refuses this proof:

```lean
import Mathlib

open MeasureTheory Set Filter Topology

namespace LowerSector

noncomputable section

/-- The sector `x > y` of the unit square. -/
def lowerSector : Set (ℝ × ℝ) := {p | 0 < p.2 ∧ p.2 < p.1 ∧ p.1 ≤ 1}

/-- The sector `x > y` is a measurable set. -/
theorem measurableSet_lowerSector : MeasurableSet lowerSector :=
  (measurableSet_lt measurable_const measurable_snd).inter
    ((measurableSet_lt measurable_snd measurable_fst).inter
      (measurableSet_le measurable_fst measurable_const))

/-- At fixed `x > 0`, the integral over `0 < y < x` is `x^(e - 1)` times an integral over
`0 ≤ t ≤ 1` that does not depend on `x`. -/
theorem inner_integral {e x : ℝ} (hx : 0 < x) :
    ∫ y in Ioo 0 x, (x + y) ^ (-2 + e) =
      x ^ (e - 1) * ∫ t in (0:ℝ)..1, (1 + t) ^ (-2 + e) := by
  rw [← integral_Ioc_eq_integral_Ioo, ← intervalIntegral.integral_of_le hx.le]
  -- substitute y = x t
  have h := intervalIntegral.smul_integral_comp_mul_left (a := 0) (b := 1)
    (fun y : ℝ => (x + y) ^ (-2 + e)) x
  simp only [mul_zero, mul_one, smul_eq_mul] at h
  have h2 : ∫ t in (0:ℝ)..1, (x + x * t) ^ (-2 + e) =
      x ^ (-2 + e) * ∫ t in (0:ℝ)..1, (1 + t) ^ (-2 + e) := by
    rw [← intervalIntegral.integral_const_mul]
    apply intervalIntegral.integral_congr
    intro t ht
    rw [uIcc_of_le zero_le_one] at ht
    change (x + x * t) ^ (-2 + e) = x ^ (-2 + e) * (1 + t) ^ (-2 + e)
    rw [← Real.mul_rpow hx.le (add_nonneg zero_le_one ht.1), mul_add, mul_one]
  have h3 : x ^ (e - 1) = x * x ^ (-2 + e) := by
    rw [show e - 1 = 1 + (-2 + e) by ring, Real.rpow_add hx 1 (-2 + e), Real.rpow_one]
  rw [← h, h2, h3, mul_assoc]

/-- For `e > 0` the integrand is integrable over the sector `x > y`, and its integral there is
`1/e` times the integral of `(1 + t)^(-2 + e)` over `0 ≤ t ≤ 1`. -/
theorem lower_sector {e : ℝ} (he : 0 < e) :
    IntegrableOn (fun p : ℝ × ℝ => (p.1 + p.2) ^ (-2 + e)) lowerSector ∧
      ∫ p in lowerSector, (p.1 + p.2) ^ (-2 + e) =
        1 / e * ∫ t in (0:ℝ)..1, (1 + t) ^ (-2 + e) := by
  set G : ℝ × ℝ → ℝ := lowerSector.indicator (fun p => (p.1 + p.2) ^ (-2 + e)) with hGdef
  -- slices of the sector at fixed x
  have hin : ∀ x ∈ Ioc (0:ℝ) 1, ∀ y,
      G (x, y) = (Ioo 0 x).indicator (fun y => (x + y) ^ (-2 + e)) y := by
    intro x hx y
    by_cases hy : y ∈ Ioo 0 x
    · rw [indicator_of_mem hy, hGdef,
        indicator_of_mem (show (x, y) ∈ lowerSector from ⟨hy.1, hy.2, hx.2⟩)]
    · rw [indicator_of_notMem hy, hGdef,
        indicator_of_notMem (show (x, y) ∉ lowerSector from fun h => hy ⟨h.1, h.2.1⟩)]
  have hout : ∀ x ∉ Ioc (0:ℝ) 1, ∀ y, G (x, y) = 0 := fun x hx y =>
    indicator_of_notMem (fun h => hx ⟨h.1.trans h.2.1, h.2.2⟩) _
  have h : (fun x => ∫ y, G (x, y)) = (Ioc (0:ℝ) 1).indicator
      (fun x => x ^ (e - 1) * ∫ t in (0:ℝ)..1, (1 + t) ^ (-2 + e)) := by
    funext x
    by_cases hx : x ∈ Ioc (0:ℝ) 1
    · simp only [hin x hx]
      rw [integral_indicator measurableSet_Ioo, indicator_of_mem hx]
      exact inner_integral hx.1
    · rw [indicator_of_notMem hx]
      simp only [hout x hx, integral_zero]
  have hnorm : ∀ p, ‖G p‖ = G p := fun p => Real.norm_of_nonneg
    (indicator_nonneg (fun q hq =>
      Real.rpow_nonneg (add_nonneg (hq.1.trans hq.2.1).le hq.1.le) _) p)
  have hrad : IntervalIntegrable (fun x : ℝ => x ^ (e - 1)) volume 0 1 :=
    intervalIntegral.intervalIntegrable_rpow' (by linarith)
  have hG : Integrable G (volume.prod volume) := by
    have hf : Measurable (fun p : ℝ × ℝ => (p.1 + p.2) ^ (-2 + e)) :=
      (measurable_fst.add measurable_snd).pow_const _
    rw [integrable_prod_iff (hf.indicator measurableSet_lowerSector).aestronglyMeasurable]
    refine ⟨Eventually.of_forall fun x => ?_, ?_⟩
    · by_cases hx : x ∈ Ioc (0:ℝ) 1
      · have hc : ContinuousOn (fun y : ℝ => (x + y) ^ (-2 + e)) (Icc 0 x) :=
          (continuousOn_const.add continuousOn_id).rpow_const
            (fun y hy => Or.inl (add_pos_of_pos_of_nonneg hx.1 hy.1).ne')
        simp only [hin x hx]
        exact (integrable_indicator_iff measurableSet_Ioo).2
          (hc.integrableOn_Icc.mono_set Ioo_subset_Icc_self)
      · simp only [hout x hx]
        exact integrable_zero _ _ _
    · simp only [hnorm]
      rw [h]
      exact (integrable_indicator_iff measurableSet_Ioc).2 (Integrable.mul_const hrad.1 _)
  refine ⟨(integrable_indicator_iff measurableSet_lowerSector).1 hG, ?_⟩
  -- the radial integral produces the pole 1/e
  rw [← integral_indicator measurableSet_lowerSector, Measure.volume_eq_prod,
    integral_prod _ hG, h, integral_indicator measurableSet_Ioc,
    ← intervalIntegral.integral_of_le zero_le_one, intervalIntegral.integral_mul_const,
    integral_rpow (Or.inl (by linarith)), sub_add_cancel, Real.one_rpow,
    Real.zero_rpow he.ne', sub_zero]

end

end LowerSector
```

The error:

```
Main.lean:81:8: error: `simp` made no progress
Main.lean:84:8: error: `simp` made no progress
Main.lean:86:6: error: `simp` made no progress
```

Cause. The three errors have one cause. Each `simp only` call was given a fact about `G` (`hin`, `hout` or `hnorm`) and found nothing to rewrite, because the goal no longer mentioned `G`.

`G` had been lost at the `rw` with `integrable_prod_iff`. That lemma takes its function from the measurability proof it is given, and the proof passed in was about the written-out `lowerSector.indicator (fun p => ...)`. The rewrite still went through, since `G` is by definition that indicator and Lean could unfold it to match the goal. But the new goals were stated with the written-out indicator, and `simp only` does not fold that back into `G` to apply the three facts.

The repair first records the same measurability proof as `hm`, with a stated type that mentions `G`. Lean accepts it because the two functions are equal by definition. Now `integrable_prod_iff hm` yields goals about `G`, and all three `simp only` calls find their terms.

This version goes through:

```diff
@@ -73,5 +73,7 @@
     have hf : Measurable (fun p : ℝ × ℝ => (p.1 + p.2) ^ (-2 + e)) :=
       (measurable_fst.add measurable_snd).pow_const _
-    rw [integrable_prod_iff (hf.indicator measurableSet_lowerSector).aestronglyMeasurable]
+    have hm : AEStronglyMeasurable G (volume.prod volume) :=
+      (hf.indicator measurableSet_lowerSector).aestronglyMeasurable
+    rw [integrable_prod_iff hm]
     refine ⟨Eventually.of_forall fun x => ?_, ?_⟩
     · by_cases hx : x ∈ Ioc (0:ℝ) 1
```
